# The polar-angle derivative of a real-amplitude spin coherent state is orthogonal to the state and has squared norm N/4

A spin coherent state on N + 1 levels is given here by the real amplitudes √C(N,k) cos^(N−k)(θ/2) sin^k(θ/2), for k from 0 to N, which form a normalised vector. The theorem `slope_products` states that the derivative of this vector with respect to the polar angle θ has zero dot product with the vector itself, and dot product N/4 with itself, for every natural number N and real θ. The proof first shows by the binomial theorem that the states at angles x and y have overlap cos^N((x − y)/2). It then differentiates this identity in y and afterwards in x, each time at θ, and reads off the two products from the uniqueness of derivatives.

In Lean, a first try:

```lean
import Mathlib

open Matrix

namespace SlopeProducts

noncomputable section

/-- The real amplitude of level `k` in the spin coherent state at polar angle `θ`. -/
def amp (N : ℕ) (θ : ℝ) (k : Fin (N + 1)) : ℝ :=
  √(N.choose k : ℝ) * (Real.cos (θ / 2) ^ (N - (k : ℕ)) * Real.sin (θ / 2) ^ (k : ℕ))

/-- The rate of change of the amplitude of level `k` with the polar angle. -/
def slope (N : ℕ) (θ : ℝ) (k : Fin (N + 1)) : ℝ := deriv (fun s => amp N s k) θ

/-- Each level amplitude is differentiable in the polar angle, with derivative `slope`. -/
theorem hasDerivAt_amp (N : ℕ) (θ : ℝ) (k : Fin (N + 1)) :
    HasDerivAt (fun s => amp N s k) (slope N θ k) θ := by
  have hu := (hasDerivAt_id' θ).div_const 2
  exact (((hu.cos.fun_pow (N - (k : ℕ))).fun_mul (hu.sin.fun_pow (k : ℕ))).const_mul
    (√(N.choose k : ℝ))).differentiableAt.hasDerivAt

/-- The amplitude slope is orthogonal to the amplitudes and has squared length `N / 4`. -/
theorem slope_products (N : ℕ) (θ : ℝ) :
    slope N θ ⬝ᵥ amp N θ = 0 ∧ slope N θ ⬝ᵥ slope N θ = N / 4 := by
  -- overlap of two states on the same meridian
  have hK : ∀ x y, ∑ k, amp N x k * amp N y k = Real.cos ((x - y) / 2) ^ N := by
    intro x y
    have e : Real.cos ((x - y) / 2) = Real.sin (x / 2) * Real.sin (y / 2)
        + Real.cos (x / 2) * Real.cos (y / 2) := by
      rw [sub_div, Real.cos_sub]
      ring
    rw [e, add_pow, ← Fin.sum_univ_eq_sum_range (fun k : ℕ =>
      (Real.sin (x / 2) * Real.sin (y / 2)) ^ k
        * (Real.cos (x / 2) * Real.cos (y / 2)) ^ (N - k) * (N.choose k : ℝ))]
    refine Finset.sum_congr rfl fun k _ => ?_
    have hs : √(N.choose k : ℝ) * √(N.choose k : ℝ) = (N.choose k : ℝ) :=
      Real.mul_self_sqrt (Nat.cast_nonneg _)
    simp only [amp, mul_pow]
    rw [← hs]
    ring
  -- differentiate in the second angle, then in the first
  have h1 : ∀ x, ∑ k, amp N x k * slope N θ k
      = N * Real.cos ((x - θ) / 2) ^ (N - 1) * (Real.sin ((x - θ) / 2) / 2) := by
    intro x
    have h : HasDerivAt (fun y => ∑ k, amp N x k * amp N y k)
        (∑ k, amp N x k * slope N θ k) θ :=
      HasDerivAt.fun_sum fun k _ => (hasDerivAt_amp N θ k).const_mul _
    simp only [hK] at h
    exact h.unique (((((hasDerivAt_id' θ).const_sub x).div_const 2).cos.fun_pow
      N).congr_deriv (by ring))
  have h2 : HasDerivAt (fun x => ∑ k, amp N x k * slope N θ k)
      (∑ k, slope N θ k * slope N θ k) θ :=
    HasDerivAt.fun_sum fun k _ => (hasDerivAt_amp N θ k).mul_const _
  simp only [h1] at h2
  have hu := ((hasDerivAt_id' θ).sub_const θ).div_const 2
  constructor
  · rw [dotProduct_comm]
    exact (h1 θ).trans (by simp)
  · refine h2.unique ((((hu.cos.fun_pow (N - 1)).const_mul (N : ℝ)).fun_mul
      (hu.sin.div_const 2)).congr_deriv ?_)
    simp only [sub_self, zero_div, Real.cos_zero, Real.sin_zero, one_pow]
    ring

end

end SlopeProducts
```

Compiling this gives:

```
Try this:
  [apply] ring_nf
  
  The `ring` tactic failed to close the goal. Use `ring_nf` to obtain a normal form.
    
  Note that `ring` works primarily in *commutative* rings. If you have a noncommutative ring, abelian group or module, consider using `noncomm_ring`, `abel` or `module` instead.
Main.lean:27:78: error: unsolved goals
N : ℕ
θ x y : ℝ
e : Real.cos ((x - y) / 2) = Real.sin (x / 2) * Real.sin (y / 2) + Real.cos (x / 2) * Real.cos (y / 2)
k : Fin (N + 1)
x✝ : k ∈ Finset.univ
hs : √↑(N.choose ↑k) * √↑(N.choose ↑k) = ↑(N.choose ↑k)
⊢ √(√↑(N.choose ↑k) ^ 2) ^ 2 * Real.cos (x * (1 / 2)) ^ (N - ↑k) * Real.sin (x * (1 / 2)) ^ ↑k *
        Real.cos (y * (1 / 2)) ^ (N - ↑k) *
      Real.sin (y * (1 / 2)) ^ ↑k =
    √↑(N.choose ↑k) ^ 2 * Real.cos (x * (1 / 2)) ^ (N - ↑k) * Real.sin (x * (1 / 2)) ^ ↑k *
        Real.cos (y * (1 / 2)) ^ (N - ↑k) *
      Real.sin (y * (1 / 2)) ^ ↑k
```

Diagnosis. The error lies in the overlap identity `hK`, where the sums are compared term by term. The hypothesis `hs` says that √c · √c = c, with c the binomial coefficient cast to a real number. The step `rw [← hs]` was needed only for the bare c on the right, but it replaces every c in the goal, including those under the square roots on the left. There √c becomes √(√c · √c), which the message shows as `√(√↑(N.choose ↑k) ^ 2)`. `ring` does not use the fact that this root equals √c, so the two sides keep different normal forms and the goal stays open. The "Try this" message reports the same failure of `ring`; its suggestion of `ring_nf` would not close the goal.

The repair drops the rewrite. `linear_combination` multiplies `hs` by the common product of cosine and sine powers and leaves `ring` to check that this accounts for the difference between the two sides. Every √c remains as it was, and the check is pure commutative algebra.

As a diff, the version that Lean accepts:

```diff
@@ -38,6 +38,6 @@
       Real.mul_self_sqrt (Nat.cast_nonneg _)
     simp only [amp, mul_pow]
-    rw [← hs]
-    ring
+    linear_combination (Real.cos (x / 2) ^ (N - (k : ℕ)) * Real.sin (x / 2) ^ (k : ℕ)
+      * Real.cos (y / 2) ^ (N - (k : ℕ)) * Real.sin (y / 2) ^ (k : ℕ)) * hs
   -- differentiate in the second angle, then in the first
   have h1 : ∀ x, ∑ k, amp N x k * slope N θ k
```
